# The shift of the lowest level is at most the size of the Hamiltonian perturbation divided by the smallest overlap eigenvalue

A level, or generalised eigenvalue, of a pair of matrices \((H,S)\) is a real number \(E\) for which \(Hc=E\,Sc\) has a nonzero solution \(c\). The lowest level is the least such number. The same definition, with the overlap matrix \(S\) in place of \(H\) and the unit matrix in place of \(S\), gives the smallest eigenvalue of the overlap matrix.

Let \(H\) and \(D\) be Hermitian and \(S\) positive definite, all complex matrices over the same finite basis. Let \(m\) be the smallest eigenvalue of \(S\), and write \(\|c\|^2=\sum_i|c_i|^2\). If \(|c^\dagger Dc|\le d\|c\|^2\) for all \(c\), then the lowest levels \(E\) of \((H,S)\) and \(E'\) of \((H+D,S)\) satisfy

\[
|E'-E|\le \frac dm .
\]

In a finite basis with an exact overlap matrix, errors in the Hamiltonian matrix thus reach the lowest energy magnified by at most \(1/m\), which is large when normalised basis functions are nearly linearly dependent.

## From the Rayleigh quotient to the bound

The quotient \(c^\dagger Hc/c^\dagger Sc\) is continuous on the unit sphere, which is compact, so it has a minimum \(E\) there, at some \(c_*\). It does not change when \(c\) is rescaled. Hence \(A=H-ES\) satisfies \(c^\dagger Ac\ge0\) for all \(c\), with equality at \(c_*\). Put \(v=Ac_*\). For real \(t\),

\[
0\le (c_*+tv)^\dagger A(c_*+tv)=2t\|v\|^2+t^2\,v^\dagger Av .
\]

Dividing by \(t<0\) and letting \(t\to0\) gives \(\|v\|^2\le0\). So \(v=0\), that is, \(Hc_*=E\,Sc_*\), and the minimum is a level.

It is the lowest one: if \(Hc=F\,Sc\) with \(c\ne0\), then \(E\,c^\dagger Sc\le c^\dagger Hc=F\,c^\dagger Sc\), so \(E\le F\). The lowest level therefore obeys \(E\,c^\dagger Sc\le c^\dagger Hc\) for every \(c\). For the pair \((S,1)\) this reads \(m\|c\|^2\le c^\dagger Sc\). Moreover \(m>0\), because an eigenvector \(b\) with \(Sb=mb\) gives \(0<b^\dagger Sb=m\|b\|^2\).

Now use the eigenvector \(c\) of \((H,S)\) as a trial vector for \((H+D,S)\):

\[
E'c^\dagger Sc\le c^\dagger Hc+c^\dagger Dc\le E\,c^\dagger Sc+d\|c\|^2 .
\]

Since \(0\le|c^\dagger Dc|\le d\|c\|^2\), we have \(d\ge0\), and so

\[
(E'-E)\,c^\dagger Sc\le d\|c\|^2\le\frac dm\,c^\dagger Sc .
\]

Division by \(c^\dagger Sc>0\) gives \(E'-E\le d/m\). With the eigenvector \(c'\) of \((H+D,S)\) as a trial vector for \((H,S)\),

\[
E\,c'^\dagger Sc'\le c'^\dagger(H+D)c'-c'^\dagger Dc'\le E'c'^\dagger Sc'+d\|c'\|^2,
\]

and the same division gives \(E-E'\le d/m\).

The bound is attained for every \(S\) and every \(d\ge0\). Take \(H=ES\) and \(D=-d\,1\). With \(Sb=mb\), \((H+D)b=(E-d/m)Sb\). This level is the lowest, because \(d\|c\|^2\le(d/m)\,c^\dagger Sc\) gives \((E-d/m)\,c^\dagger Sc\le c^\dagger(H+D)c\) for all \(c\).

## A singular overlap, and thresholds in practice

Suppose \(S\) is only positive semidefinite. For \(d,h>0\) take

\[
S=\begin{pmatrix}1&0\\0&0\end{pmatrix},\quad
H=\begin{pmatrix}0&0\\0&h\end{pmatrix},\quad
D=\begin{pmatrix}0&d\\d&0\end{pmatrix}.
\]

The only level of \((H,S)\) is \(0\), and the only level of \((H+D,S)\) is \(-d^2/h\). At fixed \(d\) the shift grows without limit as \(h\to0\), so no bound in terms of \(d\) and \(S\) alone holds. This is an example about matrices, not about a linearly dependent basis with exact matrix elements. For such a basis, \(Sc=0\) means that the combination of functions with coefficients \(c\) is zero, so \(Hc=0\) as well. Every real number is then a level, and there is no lowest one.

In a calculation, \(m\) comes from diagonalising \(S\), and \(d\) can be the largest absolute eigenvalue of \(D\). Canonical orthogonalisation discards eigenvectors of \(S\) with eigenvalues below a threshold \(\tau\). In the retained space the smallest overlap eigenvalue is at least \(\tau\), so the same argument bounds the shift there by \(d/\tau\). The change of energy caused by discarding functions is a separate matter. These remarks and the singular example rest on the reasoning given here, not on the Lean code below.

## Forms and levels in Lean

The finite type `n` labels the basis functions.

```lean
import Mathlib

open Matrix
open scoped ComplexOrder

namespace OverlapPerturbation

variable {n : Type*} [Fintype n]
```

`quad A c` is the real part of \(c^\dagger Ac\). For Hermitian \(A\) the form is already real, so nothing is lost.

```lean
/-- The real part of the quadratic form `c† A c`. -/
def quad (A : Matrix n n ℂ) (c : n → ℂ) : ℝ := (star c ⬝ᵥ A *ᵥ c).re
```

`IsLevel` is the secular equation with a nonzero coefficient vector.

```lean
/-- The real number `E` is a generalised eigenvalue of `(H, S)`: the secular equation
`H c = E S c` has a nonzero solution. -/
def IsLevel (H S : Matrix n n ℂ) (E : ℝ) : Prop :=
  ∃ c : n → ℂ, c ≠ 0 ∧ H *ᵥ c = (E : ℂ) • (S *ᵥ c)
```

`IsLeast` says that `E` is itself a level and lies below all others. Thus `IsLowestLevel S 1 m` states that \(m\) is the smallest eigenvalue of \(S\).

```lean
/-- `E` is the lowest real generalised eigenvalue of `(H, S)`. -/
def IsLowestLevel (H S : Matrix n n ℂ) (E : ℝ) : Prop :=
  IsLeast {F : ℝ | IsLevel H S F} E
```

The next two lemmas give linearity of the form in the operator and positivity of \(c^\dagger Sc\).

```lean
/-- The quadratic form is linear in the operator. -/
theorem quad_add_smul (A B : Matrix n n ℂ) (r : ℝ) (c : n → ℂ) :
    quad (A + (r : ℂ) • B) c = quad A c + r * quad B c := by
  simp only [quad, add_mulVec, smul_mulVec, dotProduct_add, dotProduct_smul, smul_eq_mul,
    Complex.add_re, Complex.re_ofReal_mul]

/-- For a positive definite overlap matrix `S`, `c† S c` is positive for every nonzero `c`. -/
theorem quad_pos {S : Matrix n n ℂ} (hS : S.PosDef) {c : n → ℂ} (hc : c ≠ 0) :
    0 < quad S c :=
  (Complex.lt_def.1 (hS.dotProduct_mulVec_pos hc)).1
```

The squared length is written as an explicit sum, because Lean's default norm on `n → ℂ` is the largest modulus of a component.

```lean
variable [DecidableEq n]

/-- The quadratic form of the unit matrix is the squared length of the coefficient vector. -/
theorem quad_one (c : n → ℂ) : quad 1 c = ∑ i, ‖c i‖ ^ 2 := by
  unfold quad
  rw [one_mulVec, dotProduct, Complex.re_sum]
  refine Finset.sum_congr rfl fun i _ => ?_
  rw [Complex.sq_norm, Complex.normSq_apply]
  simp [Complex.mul_re]
```

## The minimiser solves the secular equation

This lemma is the argument with \(c_*+tv\). `hexp` is the expansion in \(t\). In place of the limit \(t\to0\), `discrim_le_zero` uses the fact that a nowhere negative quadratic has no positive discriminant.

```lean
/-- If a Hermitian form is nowhere negative, a vector on which it vanishes is annihilated
by the operator. -/
theorem mulVec_eq_zero_of_quad_eq_zero {A : Matrix n n ℂ} (hA : A.IsHermitian)
    (hpos : ∀ c, 0 ≤ quad A c) {c : n → ℂ} (hc : quad A c = 0) : A *ᵥ c = 0 := by
  obtain ⟨v, hv⟩ : ∃ v, v = A *ᵥ c := ⟨_, rfl⟩
  have hx : star c ⬝ᵥ A *ᵥ v = star v ⬝ᵥ v := by
    have h : star v = star c ᵥ* A := by rw [hv, star_mulVec, hA.eq]
    rw [dotProduct_mulVec, h]
  -- move from `c` along `v = A c`
  have hexp : ∀ t : ℝ, quad A (c + (t : ℂ) • v)
      = quad A c + 2 * t * (star v ⬝ᵥ v).re + t ^ 2 * quad A v := by
    intro t
    simp only [quad, mulVec_add, mulVec_smul, star_add, star_smul, add_dotProduct,
      dotProduct_add, smul_dotProduct, dotProduct_smul, hx, ← hv, Complex.star_def,
      Complex.conj_ofReal, smul_eq_mul, Complex.add_re, Complex.re_ofReal_mul]
    ring
  have hd := discrim_le_zero (a := quad A v) (b := 2 * (star v ⬝ᵥ v).re) (c := 0)
    (fun t => by
      have h := hpos (c + (t : ℂ) • v)
      rw [hexp t, hc] at h
      linarith)
  unfold discrim at hd
  have h0 : (star v ⬝ᵥ v).re = 0 :=
    pow_eq_zero_iff (two_ne_zero) |>.1 (le_antisymm (by linarith) (sq_nonneg _))
  have h1 : ∑ i, ‖v i‖ ^ 2 = 0 := by
    rw [← quad_one, quad, one_mulVec, h0]
  rw [← hv]
  ext i
  have h2 := (Finset.sum_eq_zero_iff_of_nonneg
    (fun i _ => sq_nonneg ‖v i‖)).1 h1 i (Finset.mem_univ i)
  simpa using h2
```

The minimum is then taken on the unit sphere of the largest-modulus norm, which serves equally well because the quotient is scale invariant. `c₀` is \(c_*\), `hall` extends the inequality to all vectors, and the previous lemma is applied to \(H-ES\). The basis must be nonempty.

```lean
/-- In a nonempty basis, the Rayleigh quotient of a Hermitian `H` with positive definite overlap `S`
has a minimum, and the minimum is a generalised eigenvalue. -/
theorem exists_rayleigh_minimum [Nonempty n] {H S : Matrix n n ℂ} (hH : H.IsHermitian)
    (hS : S.PosDef) : ∃ E : ℝ, IsLevel H S E ∧ ∀ c, E * quad S c ≤ quad H c := by
  have hcont : ∀ A : Matrix n n ℂ, Continuous (quad A) := fun A => by
    have h : Continuous fun c : n → ℂ => ∑ i, star (c i) * ∑ j, A i j * c j := by fun_prop
    exact Complex.continuous_re.comp h
  have hscale : ∀ (A : Matrix n n ℂ) (r : ℝ) (c : n → ℂ),
      quad A ((r : ℂ) • c) = r ^ 2 * quad A c := fun A r c => by
    simp only [quad, mulVec_smul, star_smul, smul_dotProduct, dotProduct_smul,
      Complex.star_def, Complex.conj_ofReal, smul_eq_mul, Complex.re_ofReal_mul]
    ring
  have hnz : ∀ c ∈ Metric.sphere (0 : n → ℂ) 1, c ≠ 0 := by
    rintro c hc rfl
    simp at hc
  have hne : (Metric.sphere (0 : n → ℂ) 1).Nonempty :=
    ⟨fun _ => 1, by rw [mem_sphere_zero_iff_norm, pi_norm_const, norm_one]⟩
  -- the quotient attains its minimum on the compact unit sphere
  obtain ⟨c₀, hc₀, hmin⟩ := (isCompact_sphere (0 : n → ℂ) 1).exists_isMinOn hne
    ((hcont H).continuousOn.div (hcont S).continuousOn
      (fun c hc => (quad_pos hS (hnz c hc)).ne'))
  obtain ⟨E, hE⟩ : ∃ E, E = quad H c₀ / quad S c₀ := ⟨_, rfl⟩
  have hE0 : E * quad S c₀ = quad H c₀ := by
    rw [hE, div_mul_cancel₀ _ (quad_pos hS (hnz c₀ hc₀)).ne']
  have hall : ∀ c, E * quad S c ≤ quad H c := by
    intro c
    by_cases hc : c = 0
    · simp [quad, hc]
    have hr : 0 < ‖c‖⁻¹ := inv_pos.2 (norm_pos_iff.2 hc)
    have hmem : ((‖c‖⁻¹ : ℝ) : ℂ) • c ∈ Metric.sphere (0 : n → ℂ) 1 := by
      rw [mem_sphere_zero_iff_norm, norm_smul, Complex.norm_real, norm_inv, norm_norm,
        inv_mul_cancel₀ (norm_ne_zero_iff.2 hc)]
    have hm : quad H c₀ / quad S c₀ ≤ quad H (((‖c‖⁻¹ : ℝ) : ℂ) • c) /
        quad S (((‖c‖⁻¹ : ℝ) : ℂ) • c) := isMinOn_iff.1 hmin _ hmem
    rw [← hE, le_div_iff₀ (quad_pos hS (hnz _ hmem)), hscale, hscale] at hm
    exact le_of_mul_le_mul_left (by linarith) (pow_pos hr 2)
  refine ⟨E, ⟨c₀, hnz c₀ hc₀, ?_⟩, hall⟩
  -- the minimiser is a null vector of the form `H - E S`
  have hA : (H + ((-E : ℝ) : ℂ) • S).IsHermitian := by
    unfold Matrix.IsHermitian
    rw [conjTranspose_add, conjTranspose_smul, hH.eq, hS.isHermitian.eq, Complex.star_def,
      Complex.conj_ofReal]
  have h0 := mulVec_eq_zero_of_quad_eq_zero hA
    (fun c => by rw [quad_add_smul]; linarith [hall c])
    (c := c₀) (by rw [quad_add_smul]; linarith)
  rw [add_mulVec, smul_mulVec, Complex.ofReal_neg, neg_smul] at h0
  exact add_neg_eq_zero.1 h0
```

The variational characterisation follows. Together with the preceding theorem it shows that a lowest level exists in every nonempty basis.

```lean
/-- Variational principle for Hermitian `H` and positive definite `S`: a generalised eigenvalue `E`
is the lowest one exactly when `E c†Sc ≤ c†Hc` for every trial vector `c`. -/
theorem isLowestLevel_iff {H S : Matrix n n ℂ} (hH : H.IsHermitian) (hS : S.PosDef) (E : ℝ) :
    IsLowestLevel H S E ↔ IsLevel H S E ∧ ∀ c, E * quad S c ≤ quad H c := by
  constructor
  · rintro ⟨hE, hlow⟩
    refine ⟨hE, fun c => ?_⟩
    obtain ⟨b, hb, -⟩ := hE
    obtain ⟨i, -⟩ := Function.ne_iff.1 hb
    have : Nonempty n := ⟨i⟩
    obtain ⟨F, hF, hv⟩ := exists_rayleigh_minimum hH hS
    by_cases hc : c = 0
    · simp [quad, hc]
    · exact (mul_le_mul_of_nonneg_right (hlow hF) (quad_pos hS hc).le).trans (hv c)
  · rintro ⟨hE, hv⟩
    refine ⟨hE, ?_⟩
    rintro F ⟨c, hc, h⟩
    have hq : quad H c = F * quad S c := by
      simp only [quad, h, dotProduct_smul, smul_eq_mul, Complex.re_ofReal_mul]
    exact le_of_mul_le_mul_right ((hv c).trans hq.le) (quad_pos hS hc)

/-- The smallest eigenvalue of a positive definite overlap matrix is positive. -/
theorem smallest_overlap_pos {S : Matrix n n ℂ} (hS : S.PosDef) {m : ℝ}
    (hm : IsLowestLevel S 1 m) : 0 < m := by
  obtain ⟨c, hc, h⟩ := hm.1
  have hq : quad S c = m * quad 1 c := by
    simp only [quad, h, dotProduct_smul, smul_eq_mul, Complex.re_ofReal_mul]
  have h1 := quad_pos hS hc
  have h2 : 0 < quad 1 c := quad_pos Matrix.PosDef.one hc
  exact lt_of_mul_lt_mul_right (by linarith : 0 * quad 1 c < m * quad 1 c) h2.le
```

## The bound and its sharpness

The main theorem takes `E` and `E'` as given lowest levels; `hd` is the form bound on \(D\). The overlap matrix is the same in both problems, and excited levels are not treated. Inside the proof, `step` is the trial-vector argument for a general pair of operators. It is used once in each direction, as `hup` and `hdown`.

```lean
/-- Let `H` and `D` be Hermitian and `S` positive definite. If `|c†Dc| ≤ d ‖c‖²` for all `c` and `m`
is the smallest eigenvalue of the overlap matrix `S`, the lowest generalised eigenvalues of `(H, S)`
and `(H + D, S)` differ by at most `d / m`. -/
theorem lowest_level_shift_le {H D S : Matrix n n ℂ} (hH : H.IsHermitian)
    (hD : D.IsHermitian) (hS : S.PosDef) {m d E E' : ℝ} (hm : IsLowestLevel S 1 m)
    (hd : ∀ c : n → ℂ, |quad D c| ≤ d * ∑ i, ‖c i‖ ^ 2)
    (hE : IsLowestLevel H S E) (hE' : IsLowestLevel (H + D) S E') :
    |E' - E| ≤ d / m := by
  have hm0 := smallest_overlap_pos hS hm
  have hmv := ((isLowestLevel_iff hS.isHermitian Matrix.PosDef.one m).1 hm).2
  have hadd : ∀ c, quad (H + D) c = quad H c + quad D c := fun c => by
    simp only [quad, add_mulVec, dotProduct_add, Complex.add_re]
  -- the eigenvector of one problem is a trial vector for the other
  have step : ∀ {A B : Matrix n n ℂ} {a b : ℝ}, B.IsHermitian → IsLowestLevel A S a →
      IsLowestLevel B S b → (∀ c, quad B c ≤ quad A c + d * quad 1 c) → b - a ≤ d / m := by
    intro A B a b hB ha hb hAB
    obtain ⟨c, hc, h⟩ := ha.1
    have hq : quad A c = a * quad S c := by
      simp only [quad, h, dotProduct_smul, smul_eq_mul, Complex.re_ofReal_mul]
    have hN : 0 < quad 1 c := quad_pos Matrix.PosDef.one hc
    have hd0 : 0 ≤ d := by
      have h1 := (abs_nonneg _).trans (hd c)
      rw [← quad_one] at h1
      exact le_of_mul_le_mul_right (by linarith : 0 * quad 1 c ≤ d * quad 1 c) hN
    have h1 : (b - a) * quad S c ≤ d * quad 1 c := by
      linarith [((isLowestLevel_iff hB hS b).1 hb).2 c, hAB c]
    have h2 := mul_le_mul_of_nonneg_left h1 hm0.le
    have h3 := mul_le_mul_of_nonneg_left (hmv c) hd0
    rw [le_div_iff₀ hm0]
    exact le_of_mul_le_mul_right (by linarith) (quad_pos hS hc)
  have hup := step (hH.add hD) hE hE' (fun c => by
    rw [hadd, quad_one]
    linarith [(abs_le.1 (hd c)).2])
  have hdown := step hH hE' hE (fun c => by
    rw [hadd, quad_one]
    linarith [(abs_le.1 (hd c)).1])
  exact abs_le.2 ⟨by linarith, hup⟩
```

The sharpness theorem has three parts: the form bound holds with equality, \(E\) is the lowest level before the perturbation, and \(E-d/m\) is the lowest level after it. The vector `b` is the eigenvector of \(S\) used above.

```lean
/-- For every positive definite `S` with smallest eigenvalue `m` and every `d ≥ 0`, the perturbation
`-d 1` of `H = E S` has form bound `d` and moves the lowest level from `E` to `E - d / m`. -/
theorem shift_bound_attained {S : Matrix n n ℂ} (hS : S.PosDef) {m d : ℝ}
    (hm : IsLowestLevel S 1 m) (hd : 0 ≤ d) (E : ℝ) :
    (∀ c : n → ℂ, |quad (((-d : ℝ) : ℂ) • (1 : Matrix n n ℂ)) c| = d * ∑ i, ‖c i‖ ^ 2) ∧
    IsLowestLevel ((E : ℂ) • S) S E ∧
    IsLowestLevel ((E : ℂ) • S + ((-d : ℝ) : ℂ) • (1 : Matrix n n ℂ)) S (E - d / m) := by
  have hm0 := smallest_overlap_pos hS hm
  obtain ⟨⟨b, hb, hSb⟩, hmv⟩ := (isLowestLevel_iff hS.isHermitian Matrix.PosDef.one m).1 hm
  have hsm : ∀ (A : Matrix n n ℂ) (r : ℝ) (c : n → ℂ),
      quad ((r : ℂ) • A) c = r * quad A c := fun A r c => by
    simp only [quad, smul_mulVec, dotProduct_smul, smul_eq_mul, Complex.re_ofReal_mul]
  have hherm : ∀ (A : Matrix n n ℂ) (r : ℝ), A.IsHermitian → ((r : ℂ) • A).IsHermitian :=
    fun A r hA => by
      unfold Matrix.IsHermitian
      rw [conjTranspose_smul, hA.eq, Complex.star_def, Complex.conj_ofReal]
  refine ⟨fun c => ?_, ?_, ?_⟩
  · have h0 : 0 ≤ ∑ i, ‖c i‖ ^ 2 := Finset.sum_nonneg fun i _ => sq_nonneg _
    rw [hsm, quad_one, neg_mul, abs_neg, abs_of_nonneg (mul_nonneg hd h0)]
  · exact (isLowestLevel_iff (hherm S E hS.isHermitian) hS E).2
      ⟨⟨b, hb, smul_mulVec _ _ _⟩, fun c => (hsm S E c).ge⟩
  · refine (isLowestLevel_iff ((hherm S E hS.isHermitian).add
      (hherm 1 (-d) Matrix.isHermitian_one)) hS _).2 ⟨⟨b, hb, ?_⟩, fun c => ?_⟩
    · -- the softest direction of the overlap matrix is the eigenvector
      have hdm : (d : ℂ) / m * m = d :=
        div_mul_cancel₀ _ (Complex.ofReal_ne_zero.2 hm0.ne')
      rw [add_mulVec, smul_mulVec, smul_mulVec, hSb, one_mulVec]
      ext i
      simp only [Pi.add_apply, Pi.smul_apply, smul_eq_mul]
      push_cast
      linear_combination (b i) * hdm
    · have h1 := mul_le_mul_of_nonneg_left (hmv c) (div_nonneg hd hm0.le)
      rw [← mul_assoc, div_mul_cancel₀ _ hm0.ne'] at h1
      rw [quad_add_smul, hsm]
      linarith
```

## Two overlapping functions

For two normalised functions with overlap \(s\ge0\), let \(c_0\) and \(c_1\) be the two components of the coefficient vector \(c\). The proof rests on the identity

\[
c^\dagger Sc-(1-s)\|c\|^2=s\,|c_0+c_1|^2 .
\]

The right-hand side vanishes for `![1, -1]`, which is \((1,-1)/\sqrt2\) when scaled to unit length. The theorem does not require \(s<1\), but \(S\) is positive definite only then, and the bound on the shift becomes \(d/(1-s)\). At \(s=0.99\) that is \(100\,d\).

```lean
/-- Two normalised basis functions with real overlap `s ≥ 0` have an overlap matrix with
smallest eigenvalue `1 - s`. -/
theorem two_function_overlap {s : ℝ} (hs : 0 ≤ s) :
    IsLowestLevel !![1, (s : ℂ); (s : ℂ), 1] 1 (1 - s) := by
  have hH : (!![1, (s : ℂ); (s : ℂ), 1]).IsHermitian := by
    ext i j
    fin_cases i <;> fin_cases j <;> simp
  refine (isLowestLevel_iff hH Matrix.PosDef.one _).2 ⟨⟨![1, -1], ?_, ?_⟩, fun c => ?_⟩
  · intro h
    simpa using congrFun h 0
  · rw [one_mulVec]
    ext i
    fin_cases i <;> simp [mulVec, dotProduct, Fin.sum_univ_two] <;> ring
  · have key : quad !![1, (s : ℂ); (s : ℂ), 1] c - (1 - s) * quad 1 c
        = s * (((c 0).re + (c 1).re) ^ 2 + ((c 0).im + (c 1).im) ^ 2) := by
      rw [quad_one c]
      simp [quad, mulVec, dotProduct, Fin.sum_univ_two, Complex.sq_norm, Complex.normSq_apply]
      ring
    have hnn : 0 ≤ s * (((c 0).re + (c 1).re) ^ 2 + ((c 0).im + (c 1).im) ^ 2) := by
      positivity
    linarith

end OverlapPerturbation
```

```lean
#print axioms OverlapPerturbation.lowest_level_shift_le
-- 'OverlapPerturbation.lowest_level_shift_le' depends on axioms: [propext, Classical.choice, Quot.sound]
#print axioms OverlapPerturbation.shift_bound_attained
-- 'OverlapPerturbation.shift_bound_attained' depends on axioms: [propext, Classical.choice, Quot.sound]
#print axioms OverlapPerturbation.two_function_overlap
-- 'OverlapPerturbation.two_function_overlap' depends on axioms: [propext, Classical.choice, Quot.sound]
```
